# The Summed Square of the Reciprocal Form Factor Is at Most $N B(0)$ for One Band on a Ring of $N$ Cells with Occupations in $[0,1]$

Suppose that the calculated reciprocal form factor $B(R)$ of a single band and one spin direction on a ring of $N$ cells is checked only through its normalisation, $B(0)$ equal to the number of electrons on the whole ring. A sharp Fermi distribution and a smeared one with the same number of electrons both pass, so the check says nothing about fractional occupation. The values of $B$ at the other lattice translations carry that information, and the sum of $|B(R)|^2$ over all translations, zero included, collects it into one number with a known ceiling.

## Occupations on a periodic mesh

Take one band and one spin direction on a ring of $N\ge 1$ cells. The crystal momenta are labelled by $k\in\mathbb Z/N$, the lattice translations by $R\in\mathbb Z/N$, and $n_k$ is the occupation of momentum $k$. Define

$$B(R)=\sum_k n_k\,e^{2\pi i kR/N}.$$

The link with Compton scattering is that folding the momentum density of such a band back into the first Brillouin zone gives the occupations. Their Fourier transform is then the reciprocal form factor at lattice translations.

The Pauli principle restricts each $n_k$ to $[0,1]$. Under this condition,

$$\sum_R |B(R)|^2\le N B(0),$$

with equality exactly when every $n_k$ is 0 or 1.

## From inversion to the deficit

For two momenta $k$ and $l$, put $q=e^{2\pi i(k-l)/N}$. If $k=l$, then $\sum_R q^R=N$. If $k\ne l$, then $q\ne1$ while $q^N=1$, and the geometric sum is $(q^N-1)/(q-1)=0$. Inserting the definition of $B$ and exchanging the sums therefore gives the inversion formula

$$\sum_R B(R)\,e^{-2\pi i lR/N}=\sum_k n_k\sum_R e^{2\pi i R(k-l)/N}=N n_l .$$

Since the occupations are real, $\overline{B(R)}=\sum_l n_l e^{-2\pi i lR/N}$. Hence

$$\sum_R|B(R)|^2=\sum_l n_l\sum_R B(R)\,e^{-2\pi i lR/N}=N\sum_l n_l^2 ,$$

which is Parseval's identity. Because $B(0)=\sum_k n_k$, subtraction gives

$$N B(0)-\sum_R|B(R)|^2=N\sum_k n_k(1-n_k).$$

For $n_k\in[0,1]$ every term on the right is nonnegative, which proves the bound. The sum vanishes only if each term does, that is, only if each $n_k$ is 0 or 1; conversely, such occupations make every term zero.

Now let $m_k$ be a second distribution, with values 0 and 1 only and the same total occupation. Its summed square equals $NB(0)$. If some $n_k$ lies strictly between 0 and 1, the summed square of $n$ is strictly below that value. This is the sense in which fractional occupation lowers the sum. The deficit depends only on the occupations, so it does not reveal whether correlation or numerical smearing produced them.

## Two electrons on four momenta

Let $N=4$ and fill the first two momenta, $m=(1,1,0,0)$. Then $B(R)=1+i^R$, with values $2,\,1+i,\,0,\,1-i$ for $R=0,1,2,3$. The summed square is $4+2+0+2=8=4\cdot2$, the ceiling.

Now take $n=(1,\tfrac12,0,\tfrac12)$, again with two electrons. The values of $B$ are $2,1,0,1$, and the summed square is 6. The deficit formula gives $4(\tfrac14+\tfrac14)=2$, in agreement.

The smallest case is $N=1$. Here $B(0)=n_0$ is the only value, and the claim reads $n_0^2\le n_0$ on $[0,1]$, with equality at the two end points.

## Idempotency as a self-convolution

There is a stronger test that needs no bounds on the occupations. Inversion gives

$$\sum_S B(S)B(R-S)=\sum_l n_l e^{2\pi i lR/N}\sum_S B(S)e^{-2\pi i lS/N}=N\sum_l n_l^2e^{2\pi i lR/N}.$$

If the left side equals $NB(R)$ for every $R$, then $n_l^2$ and $n_l$ have the same form factor. By inversion they are equal, so $n_l$ is 0 or 1. The converse is immediate.

If the one-particle density matrix is invariant under lattice translations, its elements in an orthonormal basis of one localised orbital per cell, each the lattice translate of the others, are $B(R-R')/N$, up to the sign convention for $R$. The convolution condition is then its idempotency, the property that marks a single Slater determinant. Without that invariance the occupations do not decide the matter: one electron localised on one site of a two-site ring is a single Slater determinant, yet both of its momenta have occupation $\tfrac12$.

At $R=0$ the condition reduces to the equality $\sum_S|B(S)|^2=NB(0)$. For $N\ge2$ that single equation is weaker: for $N=2$ the nonnegative values $n=(\tfrac65,\tfrac35)$ satisfy it, since $-\tfrac6{25}+\tfrac6{25}=0$. They are not physical occupations, because the first exceeds the Pauli limit. Nonnegativity alone therefore does not give the equality case of the bound.

## The form factor in Lean

The natural number `N` is the number of mesh points, and `[NeZero N]` says that it is at least 1.

```lean
import Mathlib

open Finset ComplexConjugate

namespace ComptonFormFactor

noncomputable section

variable {N : ℕ} [NeZero N]
```

Occupations are a function `n : ZMod N → ℝ`, with no bounds built in. The definition takes `R` in `ZMod N` as well, so $B$ is periodic by construction. The phase is the standard additive character `ZMod.stdAddChar`, evaluated at `k * R`.

```lean
/-- The reciprocal form factor `B(R) = ∑ₖ nₖ exp(2πi kR/N)` of occupations `nₖ` on a periodic
mesh of `N` crystal momenta. -/
def formFactor (n : ZMod N → ℝ) (R : ZMod N) : ℂ :=
  ∑ k, (n k : ℂ) * ZMod.stdAddChar (k * R)
```

The next theorem fixes the convention: a positive sign in the exponent, a factor $2\pi/N$, and no prefactor in front of the sum. Here `R` is an ordinary integer, and `k.val` is the representative of $k$ between 0 and $N-1$. The proof rewrites the product in `ZMod N` as the image of an integer product, for which `ZMod.stdAddChar_coe` supplies the exponential.

```lean
/-- The form factor at an integer lattice translation `R`, written with explicit plane-wave
phases. -/
theorem formFactor_eq_exp (n : ZMod N → ℝ) (R : ℤ) :
    formFactor n (R : ZMod N) =
      ∑ k, (n k : ℂ) * Complex.exp (2 * Real.pi * Complex.I * (k.val * R) / N) := by
  refine sum_congr rfl fun k _ => ?_
  have h : k * (R : ZMod N) = (((k.val : ℤ) * R : ℤ) : ZMod N) := by
    rw [Int.cast_mul, Int.cast_natCast, ZMod.natCast_zmod_val]
  rw [h, ZMod.stdAddChar_coe, Int.cast_mul, Int.cast_natCast]
```

At zero translation all phases are 1. The theorem states that `formFactor n 0` is the complex number obtained from the real total occupation. Its imaginary part is zero, so the later use of `(formFactor n 0).re` discards nothing.

```lean
/-- At zero translation the form factor is the total occupation, a real number. -/
theorem formFactor_zero (n : ZMod N → ℝ) :
    formFactor n 0 = ((∑ k, n k : ℝ) : ℂ) := by
  simp [formFactor]
```

## Inversion and Parseval

The inversion theorem follows the calculation above in three steps. The first inserts the definition and merges the two phases with `AddChar.map_add_eq_mul`. The second exchanges the sums by `sum_comm`. The third applies orthogonality, where `AddChar.sum_mulShift` takes the place of the geometric sum. It requires the character to be primitive, which is `ZMod.isPrimitive_stdAddChar`.

```lean
/-- Fourier inversion: the form factor, summed against the opposite phases of a crystal momentum
`l`, gives `N` times the occupation of `l`. -/
theorem occupation_from_formFactor (n : ZMod N → ℝ) (l : ZMod N) :
    ∑ R, formFactor n R * ZMod.stdAddChar (-(l * R)) = (N : ℂ) * n l := by
  calc ∑ R, formFactor n R * ZMod.stdAddChar (-(l * R))
      = ∑ R, ∑ k, (n k : ℂ) * ZMod.stdAddChar (R * (k - l)) := by
        refine sum_congr rfl fun R _ => ?_
        rw [formFactor, sum_mul]
        refine sum_congr rfl fun k _ => ?_
        rw [show R * (k - l) = k * R + -(l * R) by ring, AddChar.map_add_eq_mul]
        ring
    _ = ∑ k, (n k : ℂ) * ∑ R, ZMod.stdAddChar (R * (k - l)) := by
        rw [sum_comm]
        simp only [mul_sum]
    _ = (N : ℂ) * n l := by
        -- orthogonality of the plane waves leaves only `k = l`
        simp only [AddChar.sum_mulShift _ (ZMod.isPrimitive_stdAddChar N), sub_eq_zero,
          ZMod.card]
        simp [mul_comm]
```

In Parseval's identity, `‖formFactor n R‖` is the complex modulus $|B(R)|$. The auxiliary statement `h` is the same identity written in the complex numbers, where inversion can be used. Within it, `hc` is the formula for $\overline{B(R)}$: real occupations are unchanged by conjugation, and the phase changes sign. After `Complex.mul_conj'` has turned $|B(R)|^2$ into $B(R)\overline{B(R)}$, the sums are exchanged and inversion evaluates the inner one. The final `exact_mod_cast` returns to the real numbers.

```lean
/-- Parseval's identity: the summed square of the form factor is `N` times the sum of the
squared occupations. -/
theorem sum_sq_formFactor (n : ZMod N → ℝ) :
    ∑ R, ‖formFactor n R‖ ^ 2 = N * ∑ k, n k ^ 2 := by
  have h : ∑ R, (‖formFactor n R‖ : ℂ) ^ 2 = (N : ℂ) * ∑ k, (n k : ℂ) ^ 2 := by
    calc ∑ R, (‖formFactor n R‖ : ℂ) ^ 2
        = ∑ R, ∑ l, (n l : ℂ) * (formFactor n R * ZMod.stdAddChar (-(l * R))) := by
          refine sum_congr rfl fun R _ => ?_
          have hc : conj (formFactor n R)
              = ∑ l, (n l : ℂ) * ZMod.stdAddChar (-(l * R)) := by
            simp only [formFactor, map_sum, map_mul, Complex.conj_ofReal,
              AddChar.map_neg_eq_conj]
          rw [← Complex.mul_conj', hc, mul_sum]
          exact sum_congr rfl fun l _ => by ring
      _ = ∑ l, (n l : ℂ) * ∑ R, formFactor n R * ZMod.stdAddChar (-(l * R)) := by
          rw [sum_comm]
          simp only [mul_sum]
      _ = (N : ℂ) * ∑ k, (n k : ℂ) ^ 2 := by
          simp only [occupation_from_formFactor, mul_sum]
          exact sum_congr rfl fun l _ => by ring
  exact_mod_cast h
```

## The bound and its equality case

The deficit formula holds for arbitrary real `n`. Its proof splits $\sum_k n_k(1-n_k)$ into $\sum_k n_k-\sum_k n_k^2$ and then inserts Parseval and the value of $B(0)$.

```lean
/-- `N B(0)` minus the summed square of the form factor is `N ∑ₖ nₖ(1 - nₖ)`. -/
theorem deficit_eq (n : ZMod N → ℝ) :
    N * (formFactor n 0).re - ∑ R, ‖formFactor n R‖ ^ 2 = N * ∑ k, n k * (1 - n k) := by
  have h : ∑ k, n k * (1 - n k) = ∑ k, n k - ∑ k, n k ^ 2 := by
    rw [← sum_sub_distrib]
    exact sum_congr rfl fun k _ => by ring
  rw [sum_sq_formFactor, formFactor_zero, Complex.ofReal_re, h]
  ring
```

The main theorem adds the hypothesis `hn`, which places every occupation in the closed interval $[0,1]$. This is the Pauli principle for one spin state per momentum; a spin-summed occupation between 0 and 2 should first be resolved into its two spin components, which halving does only when both spins are equally occupied. The conclusion joins the inequality and the equivalence for equality.

In the proof, `hterm` records that each $n_k(1-n_k)$ is nonnegative, and the inequality follows from the deficit formula by `linarith`. If equality holds, the deficit vanishes, and the factor $N$ can be removed because it is positive. Then `sum_eq_zero_iff_of_nonneg` makes each term zero, and `mul_eq_zero` splits it into the two cases. For the reverse direction, the values 0 and 1 are substituted into every term.

```lean
/-- For occupations between 0 and 1 the summed square of the form factor is at most `N B(0)`,
with equality exactly when every crystal momentum is either empty or fully occupied. -/
theorem sum_sq_le_and_eq_iff (n : ZMod N → ℝ) (hn : ∀ k, n k ∈ Set.Icc (0 : ℝ) 1) :
    ∑ R, ‖formFactor n R‖ ^ 2 ≤ N * (formFactor n 0).re ∧
      (∑ R, ‖formFactor n R‖ ^ 2 = N * (formFactor n 0).re ↔ ∀ k, n k = 0 ∨ n k = 1) := by
  have hN : (0 : ℝ) < N := Nat.cast_pos.mpr (NeZero.pos N)
  have hd := deficit_eq n
  have hterm : ∀ k ∈ (univ : Finset (ZMod N)), 0 ≤ n k * (1 - n k) := fun k _ =>
    mul_nonneg (hn k).1 (sub_nonneg.mpr (hn k).2)
  have hpos := mul_nonneg hN.le (sum_nonneg hterm)
  refine ⟨by linarith, fun h => ?_, fun h => ?_⟩
  · -- a vanishing sum of nonnegative terms vanishes term by term
    have hz : (N : ℝ) * ∑ k, n k * (1 - n k) = 0 := by linarith
    have hs := (mul_eq_zero.mp hz).resolve_left hN.ne'
    intro k
    rcases mul_eq_zero.mp ((sum_eq_zero_iff_of_nonneg hterm).mp hs k (mem_univ k)) with h0 | h1
    · exact Or.inl h0
    · exact Or.inr (by linarith)
  · have hs : ∑ k, n k * (1 - n k) = 0 := sum_eq_zero fun k _ => by
      rcases h k with h0 | h1
      · rw [h0]; ring
      · rw [h1]; ring
    rw [hs, mul_zero] at hd
    linarith
```

The comparison between two distributions has four hypotheses. The occupations `n` lie in $[0,1]$, those of `m` are 0 or 1, the two form factors agree at zero translation, and at least one `n k` is strictly fractional. The third hypothesis means equal electron number, which must then be an integer because `m` has only integer occupations. For a non-integer electron number there is no such `m`, although the bound and the deficit formula still apply.

The proof replaces the summed square of `m` by $N$ times its total occupation, and then by the same expression for `n`. The main theorem gives the weak inequality. Equality would force every `n k` to be 0 or 1, contradicting the fractional one.

```lean
/-- At equal total occupation, a distribution in `[0,1]` with at least one fractional occupation has
a form factor with a strictly smaller summed square than that of any distribution of empty and full
states. -/
theorem fractional_lt_integer (n m : ZMod N → ℝ) (hn : ∀ k, n k ∈ Set.Icc (0 : ℝ) 1)
    (hm : ∀ k, m k = 0 ∨ m k = 1) (hnm : formFactor n 0 = formFactor m 0)
    (hfrac : ∃ k, 0 < n k ∧ n k < 1) :
    ∑ R, ‖formFactor n R‖ ^ 2 < ∑ R, ‖formFactor m R‖ ^ 2 := by
  have hm' : ∀ k, m k ∈ Set.Icc (0 : ℝ) 1 := fun k => by
    rcases hm k with h | h <;> rw [h] <;> norm_num
  rw [(sum_sq_le_and_eq_iff m hm').2.mpr hm, ← hnm]
  refine lt_of_le_of_ne (sum_sq_le_and_eq_iff n hn).1 fun h => ?_
  obtain ⟨k, h0, h1⟩ := hfrac
  rcases (sum_sq_le_and_eq_iff n hn).2.mp h k with h2 | h2 <;> linarith
```

## Convolution in Lean

The convolution theorem identifies the self-convolution of $B$ with $N$ times the form factor of the squared occupations, `fun k => n k ^ 2`. The proof expands only the second factor, $B(R-S)$, and splits its phase into $e^{2\pi i lR/N}$ and $e^{-2\pi i lS/N}$. The sum over $S$ is then the one that inversion evaluates.

```lean
/-- The self-convolution of the form factor is `N` times the form factor of the squared
occupations. -/
theorem convolution_formFactor (n : ZMod N → ℝ) (R : ZMod N) :
    ∑ S, formFactor n S * formFactor n (R - S) = N * formFactor (fun k => n k ^ 2) R := by
  calc ∑ S, formFactor n S * formFactor n (R - S)
      = ∑ S, ∑ l, ((n l : ℂ) * ZMod.stdAddChar (l * R)) *
          (formFactor n S * ZMod.stdAddChar (-(l * S))) := by
        refine sum_congr rfl fun S _ => ?_
        rw [show formFactor n (R - S) = ∑ l, (n l : ℂ) * ZMod.stdAddChar (l * (R - S)) from rfl,
          mul_sum]
        refine sum_congr rfl fun l _ => ?_
        rw [show l * (R - S) = l * R + -(l * S) by ring, AddChar.map_add_eq_mul]
        ring
    _ = ∑ l, ((n l : ℂ) * ZMod.stdAddChar (l * R)) *
          ∑ S, formFactor n S * ZMod.stdAddChar (-(l * S)) := by
        rw [sum_comm]
        simp only [mul_sum]
    _ = N * formFactor (fun k => n k ^ 2) R := by
        simp only [occupation_from_formFactor]
        simp only [formFactor, mul_sum, Complex.ofReal_pow]
        exact sum_congr rfl fun l _ => by ring
```

The last theorem is the idempotency criterion for arbitrary real `n`. In the forward direction, `hB` cancels $N$ and states that $n_k^2$ and $n_k$ have equal form factors at every translation. Applying inversion to both gives `h3`, the equation $n_k=n_k^2$, which is factored to yield the two possible values. In the reverse direction, `hsq` shows that squaring leaves the whole occupation function unchanged.

```lean
/-- For real `nₖ`, the form factor reproduces itself under convolution, up to the factor `N`,
exactly when every `nₖ` is 0 or 1. -/
theorem convolution_idempotent_iff (n : ZMod N → ℝ) :
    (∀ R, ∑ S, formFactor n S * formFactor n (R - S) = N * formFactor n R) ↔
      ∀ k, n k = 0 ∨ n k = 1 := by
  have hN : (N : ℂ) ≠ 0 := Nat.cast_ne_zero.mpr (NeZero.ne N)
  constructor
  · intro h k
    have hB : ∀ R, formFactor (fun k => n k ^ 2) R = formFactor n R := fun R =>
      mul_left_cancel₀ hN ((convolution_formFactor n R).symm.trans (h R))
    -- equal form factors have equal occupations, so `nₖ² = nₖ`
    have h2 := occupation_from_formFactor (fun k => n k ^ 2) k
    simp only [hB] at h2
    rw [occupation_from_formFactor] at h2
    have h3 : n k = n k ^ 2 := Complex.ofReal_injective (mul_left_cancel₀ hN h2)
    have h4 : n k * (n k - 1) = 0 := by linear_combination -h3
    rcases mul_eq_zero.mp h4 with h0 | h1
    · exact Or.inl h0
    · exact Or.inr (by linarith)
  · intro h R
    have hsq : (fun k => n k ^ 2) = n := funext fun k => by
      rcases h k with h0 | h1
      · simp [h0]
      · simp [h1]
    rw [convolution_formFactor, hsq]

end

end ComptonFormFactor
```

```lean
#print axioms ComptonFormFactor.formFactor_eq_exp
#print axioms ComptonFormFactor.occupation_from_formFactor
#print axioms ComptonFormFactor.fractional_lt_integer
#print axioms ComptonFormFactor.convolution_idempotent_iff
```

```
'ComptonFormFactor.formFactor_eq_exp' depends on axioms: [propext, Classical.choice, Quot.sound]
'ComptonFormFactor.occupation_from_formFactor' depends on axioms: [propext, Classical.choice, Quot.sound]
'ComptonFormFactor.fractional_lt_integer' depends on axioms: [propext, Classical.choice, Quot.sound]
'ComptonFormFactor.convolution_idempotent_iff' depends on axioms: [propext, Classical.choice, Quot.sound]
```

## Scope for Compton data and smeared calculations

For a one-band calculation on a finite one-dimensional mesh, the deficit measures how far the occupations lie from 0 and 1, provided that the smearing scheme keeps them in $[0,1]$. Some schemes, such as Methfessel–Paxton smearing, can leave that interval, and terms of opposite sign may then cancel. The occupations are inputs to the theorems: no Hamiltonian, temperature or correlation model determines them. The relation between $B$ and a measured Compton profile, including the impulse approximation and finite resolution, is physical interpretation and does not enter the Lean statements. The sum also runs over all $N$ translations of the ring, although $B(-R)=\overline{B(R)}$ means that one member of each pair $\pm R$ is enough to evaluate it. A partial sum can fall below $NB(0)$ merely because terms are missing, even when every occupation is 0 or 1.
